# Without force bias and with an exact trial state, the mean phaseless weight gives a growth energy at or below the exact one

Let a walker φ be propagated by complex matrices B(x), with the field x drawn afresh at each step with weight p(x) ≥ 0. Let the trial state T be a left eigenvector of the mean propagator, with real eigenvalue λ, and let ⟨T,φ⟩ ≠ 0. At each step the phaseless weight is multiplied by max(0, Re r), where r is the ratio of the walker's new overlap with T to the old one. Then the mean weight W_n after n steps, starting from W₀ = 1, satisfies

W_(n+1) ≥ λ W_n.

If λ = exp(−τE) with time step τ > 0, the growth energy read from W_(n+1)/W_n is therefore at most E at every step. The inequality can be strict, as the examples at the end show, so in this model a perfect trial state need not remove the phaseless bias from the growth estimator. The setting is a simplified model of auxiliary-field Monte Carlo, with finitely many fields, a finite basis, and neither force bias nor population control.

## Walkers, overlaps and weights

The fields form a finite set `X` and the basis states a finite set `d`. A walker is any complex vector over `d`. If `d` labels a many-body basis, Slater determinants are among these vectors.

In Lean 4 with Mathlib:

```lean
import Mathlib

open Matrix

namespace PhaselessGrowth

noncomputable section

variable {X d : Type*} [Fintype X] [Fintype d]
```

The overlap is the Hermitian product, conjugate-linear in T:

⟨T,φ⟩ = Σ_i T_i* φ_i.

```lean
/-- The overlap of a walker `φ` with the trial state `T`. -/
def overlap (T φ : d → ℂ) : ℂ := star T ⬝ᵥ φ
```

One propagation step changes the overlap by the complex ratio

r(φ,x) = ⟨T,B(x)φ⟩ / ⟨T,φ⟩.

```lean
/-- The ratio of the overlaps after and before propagation with field `x`, for a walker
of nonzero overlap. -/
def overlapRatio (B : X → Matrix d d ℂ) (T φ : d → ℂ) (x : X) : ℂ :=
  overlap T (B x *ᵥ φ) / overlap T φ
```

The phaseless rule studied here keeps only the real part of this ratio, and removes the walker if that is negative:

f(φ,x) = max(0, Re r(φ,x)).

This equals |r| max(0, cos θ), where θ is the phase of r. Practical phaseless calculations also use a force bias, which changes the weight factor, and the bound is not claimed for them.

```lean
/-- The phaseless factor: the real part of the overlap ratio, cut off at zero, for a walker
of nonzero overlap. -/
def phaseless (B : X → Matrix d d ℂ) (T φ : d → ℂ) (x : X) : ℝ :=
  max 0 (overlapRatio B T φ x).re
```

Along a path of fields x₀, x₁, …, x_(n−1) the walker runs through φ₀ = φ and φ_(k+1) = B(x_k)φ_k, and collects the weight

f(φ₀,x₀) f(φ₁,x₁) ⋯ f(φ_(n−1),x_(n−1)).

The definition peels off the first factor and continues from the propagated walker.

```lean
/-- The product of the phaseless factors met by a walker that starts at `φ`, of nonzero
overlap, and is propagated with the fields `x 0, x 1, ...` in turn. -/
def pathWeight (B : X → Matrix d d ℂ) (T : d → ℂ) :
    (n : ℕ) → (Fin n → X) → (d → ℂ) → ℝ
  | 0, _, _ => 1
  | n + 1, x, φ =>
      phaseless B T φ (x 0) * pathWeight B T n (fun k => x k.succ) (B (x 0) *ᵥ φ)
```

The mean weight is the sum over all paths,

W_n(φ) = Σ_(x₀,…,x_(n−1)) p(x₀) ⋯ p(x_(n−1)) f(φ₀,x₀) ⋯ f(φ_(n−1),x_(n−1)),

with W₀ = 1. It is an expectation value when the p(x) sum to one, which the theorems do not require.

```lean
/-- The mean phaseless weight after `n` steps from a walker `φ` of nonzero overlap: the sum
over all field paths, with independent fields of weight `p`. -/
def meanWeight (p : X → ℝ) (B : X → Matrix d d ℂ) (T : d → ℂ) (n : ℕ) (φ : d → ℂ) : ℝ :=
  ∑ x : Fin n → X, (∏ k, p (x k)) * pathWeight B T n x φ
```

Write B̄ = Σ_x p(x) B(x) for the mean propagator. Exactness of the trial is the assumption that, for every φ,

⟨T,B̄φ⟩ = λ⟨T,φ⟩.

It stands for a trial that is an eigenstate of the imaginary-time propagator actually simulated. With λ = exp(−τE), E is the energy belonging to that propagator, including any time-step error. No Hamiltonian appears, and the eigenvalue relation is assumed, not derived.

```lean
/-- The trial state is exact: if nonzero, it is a left eigenvector of the mean propagator, with real
eigenvalue `lam`. -/
def IsExactTrial (p : X → ℝ) (B : X → Matrix d d ℂ) (T : d → ℂ) (lam : ℝ) : Prop :=
  ∀ φ, overlap T ((∑ x, (p x : ℂ) • B x) *ᵥ φ) = lam * overlap T φ
```

The growth energy compares successive mean weights:

E_n = −ln(W_(n+1)/W_n)/τ.

It uses exact means, so sampling noise is absent. The mixed estimator of the energy is a different quantity and is not treated.

```lean
/-- The growth energy read off from the mean weights at steps `n` and `n + 1`, for a nonzero
time step `τ` and positive mean weights. -/
def growthEnergy (τ : ℝ) (p : X → ℝ) (B : X → Matrix d d ℂ) (T : d → ℂ) (n : ℕ)
    (φ : d → ℂ) : ℝ :=
  -Real.log (meanWeight p B T (n + 1) φ / meanWeight p B T n φ) / τ
```

## Splitting off the first field

Grouping the paths of n+1 fields by their first field a gives

W_(n+1)(φ) = Σ_a p(a) f(φ,a) W_n(B(a)φ).

In the proof, `Fin.consEquiv` identifies a path with its first field and the remaining path, `Fin.prod_univ_succ` splits the product of the p's in the same way, and `ring` reorders the factors.

```lean
/-- The mean weight obeys a recursion: average over the first field, then continue from the
propagated walker. -/
theorem meanWeight_succ (p : X → ℝ) (B : X → Matrix d d ℂ) (T : d → ℂ) (n : ℕ)
    (φ : d → ℂ) : meanWeight p B T (n + 1) φ =
      ∑ a, p a * phaseless B T φ a * meanWeight p B T n (B a *ᵥ φ) := by
  unfold meanWeight
  -- a path of n + 1 fields is a first field followed by a path of n fields
  rw [← (Fin.consEquiv (fun _ : Fin (n + 1) => X)).sum_comp, Fintype.sum_prod_type]
  refine Finset.sum_congr rfl fun a _ => ?_
  rw [Finset.mul_sum]
  refine Finset.sum_congr rfl fun y _ => ?_
  change (∏ k, p ((Fin.cons a y : Fin (n + 1) → X) k)) *
    pathWeight B T (n + 1) (Fin.cons a y : Fin (n + 1) → X) φ = _
  rw [Fin.prod_univ_succ]
  simp only [pathWeight, Fin.cons_zero, Fin.cons_succ]
  ring
```

For n = 0 the remaining weight is 1, so W₁(φ) = Σ_a p(a) f(φ,a).

```lean
/-- After one step the mean weight is the average phaseless factor. -/
theorem meanWeight_one (p : X → ℝ) (B : X → Matrix d d ℂ) (T φ : d → ℂ) :
    meanWeight p B T 1 φ = ∑ a, p a * phaseless B T φ a :=
  (meanWeight_succ p B T 0 φ).trans (by simp [meanWeight, pathWeight])
```

## Without the cut-off, the average is exact

The overlap is linear in the propagator, so

Σ_x p(x) r(φ,x) = ⟨T,B̄φ⟩/⟨T,φ⟩ = λ.

Since p and λ are real, taking real parts gives Σ_x p(x) Re r(φ,x) = λ. In the code `key` is the linearity, `hc` the complex identity, and the last line takes its real part.

```lean
variable {p : X → ℝ} {B : X → Matrix d d ℂ} {T φ : d → ℂ} {lam : ℝ}

/-- For an exact trial and a walker of nonzero overlap, the real part of the overlap ratio
averages to the eigenvalue. -/
theorem mean_ratio (hT : IsExactTrial p B T lam) (h0 : overlap T φ ≠ 0) :
    ∑ x, p x * (overlapRatio B T φ x).re = lam := by
  let f : Matrix d d ℂ →+ ℂ :=
    { toFun := fun M => overlap T (M *ᵥ φ)
      map_zero' := by simp [overlap]
      map_add' := fun M N => by simp [overlap, Matrix.add_mulVec, dotProduct_add] }
  -- the overlap is linear in the propagator
  have key : overlap T ((∑ x, (p x : ℂ) • B x) *ᵥ φ) =
      ∑ x, (p x : ℂ) * overlap T (B x *ᵥ φ) := by
    refine (map_sum f _ _).trans (Finset.sum_congr rfl fun x _ => ?_)
    change overlap T (((p x : ℂ) • B x) *ᵥ φ) = _
    simp [overlap, Matrix.smul_mulVec, dotProduct_smul]
  have hc : ∑ x, (p x : ℂ) * overlapRatio B T φ x = (lam : ℂ) := by
    simp only [overlapRatio, ← mul_div_assoc]
    rw [← Finset.sum_div, ← key, hT φ]
    exact mul_div_cancel_right₀ _ h0
  simpa only [Complex.re_sum, Complex.re_ofReal_mul, Complex.ofReal_re] using
    congrArg Complex.re hc
```

## For λ ≥ 0 the cut-off can only raise the mean weight

Since max(0, Re r) ≥ Re r and p ≥ 0, the first step gives W₁(φ) ≥ λ = λW₀(φ). Suppose now that W_(n+1) ≥ λW_n for every walker of nonzero overlap. The recursion, used twice, gives

W_(n+2)(φ) = Σ_a p(a) f(φ,a) W_(n+1)(B(a)φ)
≥ λ Σ_a p(a) f(φ,a) W_n(B(a)φ) = λW_(n+1)(φ).

The walker changes from φ to B(a)φ, which is why the induction runs over all φ at once. If B(a)φ has zero overlap, the induction hypothesis says nothing about it, but then f(φ,a) = 0 and the term vanishes on both sides. The case split `by_cases hx` separates these two situations, so only the initial overlap has to be nonzero.

```lean
/-- With nonnegative field weights, an exact trial and nonzero initial overlap, each further
step multiplies the mean phaseless weight by at least the exact eigenvalue. -/
theorem growth_step (hp : ∀ x, 0 ≤ p x) (hT : IsExactTrial p B T lam) (n : ℕ) :
    ∀ φ, overlap T φ ≠ 0 → lam * meanWeight p B T n φ ≤ meanWeight p B T (n + 1) φ := by
  induction n with
  | zero =>
    intro φ h0
    have hz : meanWeight p B T 0 φ = 1 := by simp [meanWeight, pathWeight]
    rw [hz, mul_one, zero_add, meanWeight_one, ← mean_ratio hT h0]
    exact Finset.sum_le_sum fun x _ =>
      mul_le_mul_of_nonneg_left (le_max_right _ _) (hp x)
  | succ n ih =>
    intro φ _
    rw [meanWeight_succ p B T n φ, meanWeight_succ p B T (n + 1) φ, Finset.mul_sum]
    refine Finset.sum_le_sum fun x _ => ?_
    by_cases hx : overlap T (B x *ᵥ φ) = 0
    · -- a walker that lands on the node has weight zero
      simp [phaseless, overlapRatio, hx]
    · have hf : 0 ≤ phaseless B T φ x := le_max_left _ _
      have h := mul_le_mul_of_nonneg_left (ih _ hx) (mul_nonneg (hp x) hf)
      linarith
```

For λ ≥ 0, multiplying W_n ≥ λⁿ by λ preserves the inequality, and the stepwise bound completes the induction:

W_(n+1) ≥ λW_n ≥ λ^(n+1).

```lean
/-- With nonnegative field weights, an exact trial of nonnegative eigenvalue and nonzero
initial overlap, the mean product of `n` phaseless factors is at least `lam ^ n`. -/
theorem pow_le_meanWeight (hp : ∀ x, 0 ≤ p x) (hT : IsExactTrial p B T lam)
    (hl : 0 ≤ lam) (h0 : overlap T φ ≠ 0) (n : ℕ) :
    lam ^ n ≤ meanWeight p B T n φ := by
  induction n with
  | zero => simp [meanWeight, pathWeight]
  | succ n ih =>
    rw [pow_succ']
    exact (mul_le_mul_of_nonneg_left ih hl).trans (growth_step hp hT n φ h0)
```

Now put λ = exp(−τE). The power bound makes W_n positive, so the stepwise bound may be divided by it:

W_(n+1)/W_n ≥ exp(−τE).

Taking logarithms and dividing by −τ gives E_n ≤ E.

```lean
/-- With nonnegative field weights, an exact trial of eigenvalue `exp (-τ E)`, `τ > 0`, and
nonzero initial overlap, the phaseless growth energy at every step is at most `E`. -/
theorem growthEnergy_le {τ E : ℝ} (hτ : 0 < τ) (hp : ∀ x, 0 ≤ p x)
    (hT : IsExactTrial p B T (Real.exp (-(τ * E)))) (h0 : overlap T φ ≠ 0) (n : ℕ) :
    growthEnergy τ p B T n φ ≤ E := by
  have hW : 0 < meanWeight p B T n φ :=
    lt_of_lt_of_le (pow_pos (Real.exp_pos _) n)
      (pow_le_meanWeight hp hT (Real.exp_pos _).le h0 n)
  have hl := Real.log_le_log (Real.exp_pos _)
    ((le_div_iff₀ hW).2 (growth_step hp hT n φ h0))
  rw [Real.log_exp] at hl
  rw [growthEnergy, div_le_iff₀ hτ]
  linarith
```

## When the bias appears

The one-step inequality was obtained term by term, so equality of the sums forces equality of every term: p(x) max(0, Re r) = p(x) Re r. Hence W₁ = λ exactly when no field of positive weight has Re r < 0. `Finset.sum_eq_sum_iff_of_le` supplies the passage from sums to terms.

```lean
/-- With nonnegative field weights, an exact trial and nonzero overlap, one step has the exact
mean weight if and only if no field of positive weight gives a ratio of negative real part. -/
theorem one_step_exact_iff (hp : ∀ x, 0 ≤ p x) (hT : IsExactTrial p B T lam)
    (h0 : overlap T φ ≠ 0) :
    lam = meanWeight p B T 1 φ ↔ ∀ x, 0 < p x → 0 ≤ (overlapRatio B T φ x).re := by
  -- the cut-off can only raise each term of the average
  have hle : ∀ x ∈ (Finset.univ : Finset X),
      p x * (overlapRatio B T φ x).re ≤ p x * phaseless B T φ x :=
    fun x _ => mul_le_mul_of_nonneg_left (le_max_right _ _) (hp x)
  rw [meanWeight_one, ← mean_ratio hT h0, Finset.sum_eq_sum_iff_of_le hle]
  constructor
  · intro h x hx
    have h1 := mul_left_cancel₀ hx.ne' (h x (Finset.mem_univ x))
    have h2 : 0 ≤ phaseless B T φ x := le_max_left _ _
    linarith
  · intro h x _
    rcases (hp x).eq_or_lt with hx | hx
    · simp [← hx]
    · rw [phaseless, max_eq_right (h x hx)]
```

If λ > 0 and one such field does occur at the first step, then W₁ > λ, and the stepwise bound carries the strict inequality forward:

W_(n+1) > λ^(n+1) for every n ≥ 0.

This concerns the accumulated weight; an individual later growth energy may still equal E.

```lean
/-- With nonnegative field weights, an exact trial of positive eigenvalue and nonzero overlap, if
some first field of positive weight gives an overlap ratio of negative real part, then the mean
phaseless weight after `n + 1` steps is greater than `lam ^ (n + 1)`. -/
theorem pow_lt_meanWeight (hp : ∀ x, 0 ≤ p x) (hT : IsExactTrial p B T lam)
    (hl : 0 < lam) (h0 : overlap T φ ≠ 0) {x : X} (hx : 0 < p x)
    (hr : (overlapRatio B T φ x).re < 0) (n : ℕ) :
    lam ^ (n + 1) < meanWeight p B T (n + 1) φ := by
  induction n with
  | zero =>
    have h1 := pow_le_meanWeight hp hT hl.le h0 1
    rw [pow_one] at h1
    rw [zero_add, pow_one]
    exact lt_of_le_of_ne h1 fun h =>
      not_le_of_gt hr ((one_step_exact_iff hp hT h0).1 h x hx)
  | succ n ih =>
    rw [pow_succ']
    exact (mul_lt_mul_of_pos_left ih hl).trans_le (growth_step hp hT (n + 1) φ h0)
```

## A two-state example, and a single state

Take two equally likely propagators with rows (1, ±2i) and (±2i, 1/2). Their mean is diagonal with entries 1 and 1/2, so T = (1,0) is exact with λ = 1.

```lean
/-- Two complex propagators on a two-state system, with opposite imaginary couplings. -/
def twoState : Fin 2 → Matrix (Fin 2) (Fin 2) ℂ :=
  ![!![1, 2 * Complex.I; 2 * Complex.I, 1 / 2],
    !![1, -(2 * Complex.I); -(2 * Complex.I), 1 / 2]]
```

For the walker φ = (1,i) the overlap is 1, and the two ratios are

1 + 2i·i = −1 and 1 − 2i·i = 3.

Their mean is 1, but the cut-off replaces −1 by 0, and W₁ = (0 + 3)/2 = 3/2. The normalised walker (1,i)/√2 has the same ratios and the same weight. The proof evaluates both ratios and inserts them into the one-step formula.

```lean
/-- For the equiprobable two-state propagators the trial `(1, 0)` is exact with eigenvalue 1,
yet the walker `(1, i)`, of nonzero overlap, has mean phaseless weight 3/2 after one step. -/
theorem twoState_witness :
    IsExactTrial (fun _ => 1 / 2) twoState ![1, 0] 1 ∧
    overlap ![1, 0] ![1, Complex.I] ≠ 0 ∧
    meanWeight (fun _ => 1 / 2) twoState ![1, 0] 1 ![1, Complex.I] = 3 / 2 := by
  have h0 : overlapRatio twoState ![1, 0] ![1, Complex.I] 0 = -1 := by
    simp [overlapRatio, overlap, twoState, Matrix.mulVec, dotProduct, Fin.sum_univ_two,
      mul_assoc]
    norm_num
  have h1 : overlapRatio twoState ![1, 0] ![1, Complex.I] 1 = 3 := by
    simp [overlapRatio, overlap, twoState, Matrix.mulVec, dotProduct, Fin.sum_univ_two,
      mul_assoc]
    norm_num
  refine ⟨fun φ => ?_, ?_, ?_⟩
  · simp [overlap, twoState, Matrix.mulVec, dotProduct, Fin.sum_univ_two]
    ring
  · simp [overlap, dotProduct, Fin.sum_univ_two]
  · rw [meanWeight_one, Fin.sum_univ_two]
    simp only [phaseless, h0, h1]
    norm_num

end

end PhaselessGrowth
```

In the smallest basis, a single state, each B(x) is a number b(x), and direct summation gives

W_n = cⁿ, with c = Σ_x p(x) max(0, Re b(x)).

For b = −1 and b = 3 with equal probability, values chosen for illustration and not derived from a Hamiltonian, λ = 1 and c = 3/2. The growth energy is then −ln(3/2)/τ at every step, against the exact value 0, so in this case the bias does not decay with propagation.

```lean
#print axioms PhaselessGrowth.growthEnergy_le
#print axioms PhaselessGrowth.pow_lt_meanWeight
```

```
'PhaselessGrowth.growthEnergy_le' depends on axioms: [propext, Classical.choice, Quot.sound]
'PhaselessGrowth.pow_lt_meanWeight' depends on axioms: [propext, Classical.choice, Quot.sound]
```
